# McWeeny purification opens a gap in logarithmically many steps

McWeeny purification acts on an operator $P$ by $P \mapsto 3P^2 - 2P^3$, and a formal statement must decide what carries the dynamics. Here it is one occupation number, a real $x$ standing for one eigenvalue of the trial density matrix; the operator returns at the end, one eigenvector at a time. "The gap has opened" is fixed as a threshold: a level that began at $1/2 + d$, with $0 < d \le 1/2$, lies above $3/4$. For small $d$ the number of steps this takes is of order $\log(1/d)$. Convergence to a projector is not part of the statements.

## Definitions

In Lean 4 with Mathlib:

```lean
import Mathlib

open Real

namespace McWeenyGapOpening

noncomputable section
```

`open Real` makes `log` the natural logarithm on real numbers.

```lean
/-- The McWeeny purification map acting on a single occupation number. -/
def mcweeny (x : ℝ) : ℝ := 3 * x ^ 2 - 2 * x ^ 3
```

This is $f(x) = 3x^2 - 2x^3$, defined for every real $x$. Where a theorem restricts $x$ to $[0,1]$ or to a part of it, the restriction is a hypothesis.

```lean
/-- The occupation number after `n` McWeeny steps started from `x0`. -/
def occ (x0 : ℝ) (n : ℕ) : ℝ := mcweeny^[n] x0
```

The notation `mcweeny^[n]` is $n$-fold composition, so `occ x0 n` is $x_n$ in the sequence $x_{n+1} = f(x_n)$ started at $x_0$. The offset from the midpoint is written $e_n = x_n - 1/2$.

```lean
/-- One McWeeny step `P ↦ 3P² - 2P³` on a trial density operator. -/
def purify {V : Type*} [AddCommGroup V] [Module ℂ V] (P : Module.End ℂ V) :
    Module.End ℂ V :=
  (3 : ℂ) • (P * P) - (2 : ℂ) • (P * P * P)
```

`Module.End ℂ V` is the set of linear maps of a complex vector space $V$ to itself, `*` is composition and `•` is multiplication by a scalar. No inner product, Hermiticity or finite dimension is assumed, and the arithmetic is exact.

## One step

```lean
/-- One step multiplies the offset of the occupation from 1/2 by `3/2 - 2 (x - 1/2)²`. -/
theorem step_offset (x : ℝ) :
    mcweeny x - 1 / 2 = (x - 1 / 2) * (3 / 2 - 2 * (x - 1 / 2) ^ 2) := by
  unfold mcweeny
  ring
```

With $x = 1/2 + e$,
$$f = 3\left(\tfrac14 + e + e^2\right) - 2\left(\tfrac18 + \tfrac34 e + \tfrac32 e^2 + e^3\right) = \tfrac12 + e\left(\tfrac32 - 2e^2\right).$$
A step multiplies the offset by $3/2 - 2e^2$. The tactic `ring` carries out this expansion.

```lean
/-- An occupation in `(1/2, 1]` is not lowered by a McWeeny step and does not exceed 1
after it. -/
theorem step_mono {x : ℝ} (h0 : 1 / 2 < x) (h1 : x ≤ 1) : x ≤ mcweeny x ∧ mcweeny x ≤ 1 := by
  have a : 0 ≤ x * (2 * x - 1) * (1 - x) :=
    mul_nonneg (mul_nonneg (by linarith) (by linarith)) (by linarith)
  have b : 0 ≤ (1 - x) ^ 2 * (1 + 2 * x) := mul_nonneg (sq_nonneg _) (by linarith)
  unfold mcweeny
  constructor
  · nlinarith [a]
  · nlinarith [b]
```

The named hypotheses `h0` and `h1` say $1/2 < x \le 1$, and `∧` joins the two conclusions $x \le f(x)$ and $f(x) \le 1$. They come from two factorisations,
$$f(x) - x = x(2x-1)(1-x), \qquad 1 - f(x) = (1-x)^2(1+2x),$$
whose factors are all non-negative on this interval. The facts `a` and `b` record those signs, and `nlinarith` matches the products to the two differences.

```lean
/-- Starting from `1/2 + d` with `0 < d ≤ 1/2`, every iterate lies in `(1/2, 1]`. -/
theorem occ_mem {d : ℝ} (h0 : 0 < d) (h1 : d ≤ 1 / 2) (n : ℕ) :
    1 / 2 < occ (1 / 2 + d) n ∧ occ (1 / 2 + d) n ≤ 1 := by
  unfold occ
  induction n with
  | zero =>
    rw [Function.iterate_zero_apply]
    constructor <;> linarith
  | succ k ih =>
    rw [Function.iterate_succ_apply']
    obtain ⟨a, b⟩ := step_mono ih.1 ih.2
    exact ⟨lt_of_lt_of_le ih.1 a, b⟩
```

From here to the logarithmic law $x_0 = 1/2 + d$. For $0 < d \le 1/2$ every $x_n$ lies in $(1/2, 1]$. The proof is induction: `zero` is the start, and `succ` applies `step_mono` to the induction hypothesis `ih`, giving $1/2 < x_k \le x_{k+1} \le 1$.

## Passing a threshold

```lean
/-- For a threshold `t ≤ 1/2` and a start `1/2 + d` with `0 < d ≤ 1/2`: if
`(3/2 - 2t²)^n d > t`, the occupation after `n` steps exceeds `1/2 + t`. -/
theorem gap_opens_to_threshold {d t : ℝ} (h0 : 0 < d) (h1 : d ≤ 1 / 2) (ht : t ≤ 1 / 2)
    (n : ℕ) (hn : t < (3 / 2 - 2 * t ^ 2) ^ n * d) : 1 / 2 + t < occ (1 / 2 + d) n := by
  -- invariant: the threshold is passed, or the offset has grown geometrically
  have key : ∀ k : ℕ, 1 / 2 + t < occ (1 / 2 + d) k ∨
      (3 / 2 - 2 * t ^ 2) ^ k * d ≤ occ (1 / 2 + d) k - 1 / 2 := by
    intro k
    induction k with
    | zero =>
      right
      unfold occ
      rw [Function.iterate_zero_apply, pow_zero]
      linarith
    | succ k ih =>
      have hs : occ (1 / 2 + d) (k + 1) = mcweeny (occ (1 / 2 + d) k) :=
        Function.iterate_succ_apply' _ _ _
      obtain ⟨m0, m1⟩ := occ_mem h0 h1 k
      rw [hs]
      generalize occ (1 / 2 + d) k = x at *
      by_cases hx : 1 / 2 + t < x
      · exact Or.inl (lt_of_lt_of_le hx (step_mono m0 m1).1)
      · right
        have hg := ih.resolve_left hx
        have hx' : x - 1 / 2 ≤ t := by linarith [not_lt.mp hx]
        have he : 0 < x - 1 / 2 := by linarith
        have hr : 0 ≤ 3 / 2 - 2 * t ^ 2 := by nlinarith
        -- below the threshold the amplification is at least 3/2 - 2t²
        have hq : 3 / 2 - 2 * t ^ 2 ≤ 3 / 2 - 2 * (x - 1 / 2) ^ 2 := by nlinarith
        rw [step_offset]
        calc (3 / 2 - 2 * t ^ 2) ^ (k + 1) * d
            = ((3 / 2 - 2 * t ^ 2) ^ k * d) * (3 / 2 - 2 * t ^ 2) := by ring
          _ ≤ (x - 1 / 2) * (3 / 2 - 2 * t ^ 2) := mul_le_mul_of_nonneg_right hg hr
          _ ≤ _ := mul_le_mul_of_nonneg_left hq he.le
  rcases key n with h | h
  · exact h
  · linarith
```

Let $t \le 1/2$ be a threshold for the offset and $r = 3/2 - 2t^2$. The theorem says that $r^n d > t$ implies $x_n > 1/2 + t$. The argument proves, as `key`, that for every $k$
$$e_k > t \quad\text{or}\quad e_k \ge r^k d .$$
At $k = 0$ the second alternative holds with equality. If $e_k > t$, then $e_{k+1} \ge e_k > t$ by monotonicity. Otherwise $0 < e_k \le t \le 1/2$ and the second alternative holds at $k$ (`hg`). Then $r \ge 0$ (`hr`) and $r \le 3/2 - 2e_k^2$ (`hq`), so
$$r^{k+1} d = (r^k d)\, r \le e_k\, r \le e_k\left(\tfrac32 - 2e_k^2\right) = e_{k+1},$$
which is the `calc` chain line by line. At $k = n$ either alternative gives $e_n > t$, the second through the hypothesis `hn`.

It is tempting to run the induction on $e_k \ge r^k d$ alone. That inequality can fail at steps taken after the threshold has been passed: for $d = 1/2$ and $t = 1/4$ the occupation stays at 1, so $e_1 = 1/2$, while $r d = 11/16$.

```lean
/-- Starting from `1/2 + d` with `0 < d ≤ 1/2`: if `(11/8)^n d > 1/4`, the occupation
after `n` McWeeny steps exceeds `3/4`. -/
theorem gap_opens {d : ℝ} (h0 : 0 < d) (h1 : d ≤ 1 / 2) (n : ℕ)
    (hn : 1 / 4 < (11 / 8 : ℝ) ^ n * d) : 3 / 4 < occ (1 / 2 + d) n := by
  have e : (3 / 2 - 2 * (1 / 4) ^ 2 : ℝ) = 11 / 8 := by norm_num
  have h := gap_opens_to_threshold (t := 1 / 4) h0 h1 (by norm_num) n (by rw [e]; exact hn)
  linarith
```

Setting $t = 1/4$ gives $r = 3/2 - 1/8 = 11/8$, and the main claim: for $0 < d \le 1/2$, $(11/8)^n d > 1/4$ implies $x_n > 3/4$. The bound $d \le 1/2$ keeps the start a legitimate occupation. Without it, $d = 1$ and $n = 1$ satisfy `hn`, yet $x_1 = f(3/2) = 27/4 - 27/4 = 0$.

## The two-sided logarithmic law

```lean
/-- Starting from `1/2 + d` with `0 < d ≤ 1/2`, the offset from 1/2 after `n` steps is at
most `(3/2)^n d`. -/
theorem offset_le {d : ℝ} (h0 : 0 < d) (h1 : d ≤ 1 / 2) (n : ℕ) :
    occ (1 / 2 + d) n - 1 / 2 ≤ (3 / 2 : ℝ) ^ n * d := by
  induction n with
  | zero =>
    unfold occ
    rw [Function.iterate_zero_apply, pow_zero]
    linarith
  | succ k ih =>
    have hs : occ (1 / 2 + d) (k + 1) = mcweeny (occ (1 / 2 + d) k) :=
      Function.iterate_succ_apply' _ _ _
    have m0 := (occ_mem h0 h1 k).1
    have hp : (3 / 2 : ℝ) ^ (k + 1) * d = 3 / 2 * ((3 / 2) ^ k * d) := by ring
    rw [hs, step_offset, hp]
    generalize occ (1 / 2 + d) k = x at *
    have he : 0 < x - 1 / 2 := by linarith
    have hc : 0 ≤ (x - 1 / 2) * (x - 1 / 2) ^ 2 := mul_nonneg he.le (sq_nonneg _)
    nlinarith [hc, ih]
```

Growth is also limited from above: $e_n \le (3/2)^n d$. Since $e_k > 0$, one has $e_{k+1} = \tfrac32 e_k - 2e_k^3 \le \tfrac32 e_k \le (3/2)^{k+1} d$, and `hc` is the sign $e_k^3 \ge 0$.

```lean
/-- For `0 < d ≤ 1/4` there is a first step `N` at which the occupation started from
`1/2 + d` exceeds `3/4`, and `log(1/4d)/log(3/2) < N ≤ log(1/4d)/log(11/8) + 1`. -/
theorem first_crossing_logarithmic {d : ℝ} (h0 : 0 < d) (h1 : d ≤ 1 / 4) :
    ∃ N : ℕ, IsLeast {n : ℕ | 3 / 4 < occ (1 / 2 + d) n} N ∧
      log (1 / (4 * d)) / log (3 / 2) < N ∧
      (N : ℝ) ≤ log (1 / (4 * d)) / log (11 / 8) + 1 := by
  classical
  have h2 : d ≤ 1 / 2 := by linarith
  have h4 : 0 < 4 * d := by linarith
  have hp : 0 < 1 / (4 * d) := by positivity
  have c1 : 0 < log (11 / 8 : ℝ) := Real.log_pos (by norm_num)
  have c2 : 0 < log (3 / 2 : ℝ) := Real.log_pos (by norm_num)
  have hL : 0 ≤ log (1 / (4 * d)) :=
    Real.log_nonneg (by rw [le_div_iff₀ h4]; linarith)
  -- enough steps: any n beyond log(1/4d)/log(11/8)
  have suff : ∀ n : ℕ, log (1 / (4 * d)) / log (11 / 8) < n →
      3 / 4 < occ (1 / 2 + d) n := by
    intro n hn
    rw [div_lt_iff₀ c1, ← Real.log_pow, Real.log_lt_log_iff hp (by positivity),
      div_lt_iff₀ h4] at hn
    exact gap_opens h0 h2 n (by nlinarith [hn])
  have hM : 3 / 4 < occ (1 / 2 + d) (⌊log (1 / (4 * d)) / log (11 / 8)⌋₊ + 1) := by
    apply suff
    rw [Nat.cast_add, Nat.cast_one]
    exact Nat.lt_floor_add_one _
  have hex : ∃ n : ℕ, 3 / 4 < occ (1 / 2 + d) n := ⟨_, hM⟩
  refine ⟨Nat.find hex, ⟨Nat.find_spec hex, fun m hm => Nat.find_min' hex hm⟩, ?_, ?_⟩
  · -- necessary steps: the offset grows at most by 3/2 per step
    have a := Nat.find_spec hex
    have b := offset_le h0 h2 (Nat.find hex)
    rw [div_lt_iff₀ c2, ← Real.log_pow, Real.log_lt_log_iff hp (by positivity),
      div_lt_iff₀ h4]
    nlinarith [a, b]
  · have a : ((Nat.find hex : ℕ) : ℝ) ≤
        ((⌊log (1 / (4 * d)) / log (11 / 8)⌋₊ + 1 : ℕ) : ℝ) :=
      Nat.cast_le.mpr (Nat.find_min' hex hM)
    have b := Nat.floor_le (div_nonneg hL c1.le)
    rw [Nat.cast_add, Nat.cast_one] at a
    linarith
```

`IsLeast S N` says that $N$ belongs to the set `S` and no member is smaller, so $N$ is the first step with $x_N > 3/4$. With $L = \log\frac{1}{4d}$, which is non-negative for $d \le 1/4$ (`hL`), the claim is
$$\frac{L}{\log(3/2)} < N \le \frac{L}{\log(11/8)} + 1 .$$
For the upper bound, $n > L/\log(11/8)$ is equivalent to $(11/8)^n > 1/(4d)$, so `gap_opens` applies (`suff`). The integer $M = \lfloor L/\log(11/8) \rfloor + 1$ qualifies (`hM`), a crossing therefore exists, `Nat.find hex` is the first one, and $N \le M \le L/\log(11/8) + 1$. For the lower bound, $1/4 < e_N \le (3/2)^N d$ gives $(3/2)^N > 1/(4d)$, and taking logarithms finishes it. At $d = 1/4$ the bounds read $0 < N \le 1$, matching $x_0 = 3/4$ and $x_1 = 27/32$.

## Levels below the midpoint, and the operator

```lean
/-- Particle-hole symmetry: the iterates of `1 - x` are one minus the iterates of `x`. -/
theorem occ_one_sub (x : ℝ) (n : ℕ) : occ (1 - x) n = 1 - occ x n := by
  unfold occ
  induction n with
  | zero => simp
  | succ k ih =>
    rw [Function.iterate_succ_apply', Function.iterate_succ_apply', ih]
    generalize mcweeny^[k] x = y
    unfold mcweeny
    ring
```

The second factorisation above gives $f(1-y) = (1-y)^2(1+2y) = 1 - f(y)$. Induction extends this to all iterates, for every real start $x$.

```lean
/-- If `P v = x v` with real `x`, the operator after `n` McWeeny steps multiplies `v` by
the `n`-th iterate of `x`. -/
theorem purify_iterate_apply {V : Type*} [AddCommGroup V] [Module ℂ V]
    (P : Module.End ℂ V) (v : V) (x : ℝ) (h : P v = (x : ℂ) • v) (n : ℕ) :
    (purify^[n] P) v = (occ x n : ℂ) • v := by
  unfold occ
  induction n with
  | zero => exact h
  | succ k ih =>
    rw [Function.iterate_succ_apply', Function.iterate_succ_apply']
    generalize purify^[k] P = Q at ih ⊢
    generalize mcweeny^[k] x = y at ih ⊢
    simp only [purify, mcweeny, LinearMap.sub_apply, LinearMap.smul_apply,
      Module.End.mul_apply, ih, map_smul]
    push_cast
    module
```

Let $P_n$ denote `purify^[n] P`, let $v \in V$, and let $x_n$ now be the iterate started at $x_0 = x$. If $Qv = yv$ for an operator $Q$ and real $y$, then $Q^2 v = y^2 v$ and $Q^3 v = y^3 v$, so $(3Q^2 - 2Q^3)v = f(y)\,v$. Induction with $Q = P_k$ and $y = x_k$ gives $P_n v = x_n v$. The `simp only` line applies the operators to $v$, `push_cast` moves the embedding of reals into complex numbers, written `(x : ℂ)`, through the polynomial, and `module` collects the coefficients of $v$.

```lean
/-- Let `v` be an eigenvector of `P` with eigenvalue `x ∈ [0,1]` at distance at least
`d > 0` from 1/2, and `(11/8)^n d > 1/4`. Then `v` is an eigenvector of the `n`-times purified
operator, with eigenvalue above 3/4 if `x > 1/2` and below 1/4 if `x < 1/2`. -/
theorem spectral_gap_opens {V : Type*} [AddCommGroup V] [Module ℂ V]
    (P : Module.End ℂ V) (v : V) (x d : ℝ) (hv : P.HasEigenvector (x : ℂ) v)
    (hx0 : 0 ≤ x) (hx1 : x ≤ 1) (hd : 0 < d) (hgap : d ≤ |x - 1 / 2|) (n : ℕ)
    (hn : 1 / 4 < (11 / 8 : ℝ) ^ n * d) :
    (purify^[n] P).HasEigenvector (occ x n : ℂ) v ∧
      (1 / 2 < x → 3 / 4 < occ x n) ∧ (x < 1 / 2 → occ x n < 1 / 4) := by
  have hg : 1 / 4 < (11 / 8 : ℝ) ^ n * |x - 1 / 2| :=
    lt_of_lt_of_le hn (mul_le_mul_of_nonneg_left hgap (by positivity))
  have hpos : 0 < |x - 1 / 2| := lt_of_lt_of_le hd hgap
  have hle : |x - 1 / 2| ≤ 1 / 2 := abs_le.mpr ⟨by linarith, by linarith⟩
  have main := gap_opens hpos hle n hg
  refine ⟨?_, fun h => ?_, fun h => ?_⟩
  · exact Module.End.hasEigenvector_iff.mpr
      ⟨Module.End.mem_eigenspace_iff.mpr (purify_iterate_apply P v x hv.apply_eq_smul n),
        (Module.End.hasEigenvector_iff.mp hv).2⟩
  · have e : 1 / 2 + |x - 1 / 2| = x := by
      rw [abs_of_pos (by linarith)]; ring
    rwa [e] at main
  · -- levels below 1/2 follow by particle-hole symmetry
    have e : 1 / 2 + |x - 1 / 2| = 1 - x := by
      rw [abs_of_neg (by linarith)]; ring
    rw [e, occ_one_sub] at main
    linarith

end

end McWeenyGapOpening
```

`HasEigenvector` means $Pv = xv$ with $v \ne 0$. That $x$ is real, lies in $[0,1]$ and satisfies $|x - 1/2| \ge d > 0$ is assumed, not derived from a Hamiltonian. If $(11/8)^n d > 1/4$, then $v$ is an eigenvector of $P_n$ with eigenvalue $x_n$, above $3/4$ when $x > 1/2$ and below $1/4$ when $x < 1/2$. The proof applies `gap_opens` with the actual offset $|x - 1/2|$, which is at most $1/2$ (`hle`) and inherits the growth condition (`hg`). The result `main` concerns the start $1/2 + |x - 1/2|$. This equals $x$ above the midpoint and $1 - x$ below it, where `occ_one_sub` turns the bound into $1 - x_n > 3/4$.

```lean
#print axioms McWeenyGapOpening.gap_opens
#print axioms McWeenyGapOpening.first_crossing_logarithmic
#print axioms McWeenyGapOpening.spectral_gap_opens
```

```
'McWeenyGapOpening.gap_opens' depends on axioms: [propext, Classical.choice, Quot.sound]
'McWeenyGapOpening.first_crossing_logarithmic' depends on axioms: [propext, Classical.choice, Quot.sound]
'McWeenyGapOpening.spectral_gap_opens' depends on axioms: [propext, Classical.choice, Quot.sound]
```

## In a calculation

For a fixed one-electron Hamiltonian $H$ in an orthonormal basis and a fixed chemical potential $\mu$ in the gap, a start is $P = \tfrac12 I + \lambda(\mu I - H)$, with $I$ the identity and $\lambda > 0$ small enough to put the spectrum in $[0,1]$. A level $\varepsilon$ then has offset $\lambda(\mu - \varepsilon)$, and $d$ may be taken as $\lambda$ times the distance from $\mu$ to the nearest level. Each step costs two matrix products, $P^2$ and $P^2 P$. The theorems bound the number of steps that bring every occupied level above $3/4$ and every empty level below $1/4$ in this independent-electron setting, without the truncation of small matrix elements on which linear scaling relies.

The factorisation of $1 - f$ also governs the stage after the crossing; this last remark goes beyond the theorems above. With $\delta_k = 1 - x_k$ it gives $\delta_{k+1} = \delta_k^2(3 - 2\delta_k) \le 3\delta_k^2$, so $3\delta_{k+1} \le (3\delta_k)^2$, and $3\delta_N < 3/4$ starts a quadratic approach to full occupation.
